# Superadditivity and joint concavity of the Reuss average for positive definite phase stiffnesses

When all phases of a solid carry the same stress, its effective stiffness is the inverse of the averaged compliance, and we ask how this average responds when the stiffness of every phase is a sum of two contributions. Each phase $a$ is represented by a weight $w_a>0$ and a real symmetric positive definite $n\times n$ matrix $C_a$, with no geometry. In three-dimensional elasticity $n=6$, and all matrices refer to one common frame. Positive definiteness says that every nonzero strain costs energy. The weights are volume fractions when they sum to 1.

For a finite, nonempty set of phases, define

$$R(C)=\Big(\sum_a w_a C_a^{-1}\Big)^{-1}.$$

For two such families $A$ and $B$, added phase by phase, the claim is that $R(A+B)-R(A)-R(B)$ is positive semidefinite. Joint concavity in the phase stiffnesses follows.

If elastic constants from an electronic-structure calculation are split into two contributions, each positive definite in every phase, then the sum of their separate Reuss averages at fixed weights cannot overestimate the elastic energy that the Reuss average of the total gives at any strain. A single off-diagonal constant can still be overestimated. The familiar split into a clamped-ion part and an internal-relaxation part is not covered, because relaxation cannot raise the energy and its part is therefore not positive definite.

## The gap as a mismatch energy

Write $E_M(e)=e\cdot Me$, twice the elastic energy density at strain $e$, and let $K_a^C=C_a^{-1}R(C)$. Then

$$C_aK_a^C=R(C),\qquad \sum_a w_aK_a^C=\Big(\sum_a w_aC_a^{-1}\Big)R(C)=I.$$

So the strains $K_a^Cx$ have weighted sum $x$ and produce the same stress $R(C)x$ in every phase.

Take any phase strains $e_a$ with $\sum_a w_ae_a=x$. Since $C_a$ is symmetric,

$$E_{C_a}(e_a-K_a^Cx)=E_{C_a}(e_a)-2\,e_a\cdot R(C)x+(K_a^Cx)\cdot R(C)x.$$

Multiply by $w_a$ and sum. The last two terms give $-2x\cdot R(C)x+x\cdot R(C)x$, hence

$$\sum_a w_aE_{C_a}(e_a)=E_{R(C)}(x)+\sum_a w_aE_{C_a}(e_a-K_a^Cx).$$

Now choose $e_a=K_a^{A+B}x$. For the family $A+B$ the deviation vanishes, so the left side equals $E_{R(A+B)}(x)$. The same strains are admissible for $A$ and for $B$. Adding those two identities and using $E_{A_a+B_a}=E_{A_a}+E_{B_a}$ gives

$$E_{R(A+B)}(x)-E_{R(A)}(x)-E_{R(B)}(x)=\sum_a w_a\big[E_{A_a}(K_a^{A+B}x-K_a^Ax)+E_{B_a}(K_a^{A+B}x-K_a^Bx)\big]\ge 0.$$

The matrix difference is symmetric, so it is positive semidefinite.

If the gap is zero for every $x$, each term vanishes and $K_a^A=K_a^{A+B}=K_a^B$. Conversely, if $K_a^A=K_a^B=K_a$, then $(A_a+B_a)K_a=R(A)+R(B)$. Multiplying by $w_a(A_a+B_a)^{-1}$ and summing gives

$$I=\Big(\sum_a w_a(A_a+B_a)^{-1}\Big)\big(R(A)+R(B)\big),$$

so $R(A+B)=R(A)+R(B)$.

For $c>0$, $R(cC)=cR(C)$, because every compliance is divided by $c$. Applying superadditivity to $tA$ and $(1-t)B$ with $0<t<1$ shows that

$$R(tA+(1-t)B)-tR(A)-(1-t)R(B)$$

is positive semidefinite. At $t=0$ and $t=1$ it is zero.

## Two phases with scalar stiffness

Let $n=1$, $w=(\tfrac12,\tfrac12)$, $A=(1,3)$ and $B=(3,1)$. Then $R(A)=R(B)=\tfrac32$, while $A+B=(4,4)$ gives $R(A+B)=4$. The gap is 1. The strain factors are $K^A=(\tfrac32,\tfrac12)$, $K^B=(\tfrac12,\tfrac32)$ and $K^{A+B}=(1,1)$, so the mismatch energy is $\tfrac12(\tfrac14+\tfrac34)+\tfrac12(\tfrac34+\tfrac14)=1$, as it should be.

Now keep the weights and take $A=(3,3)$, $B=(1,-2)$. Here $R(A)=3$, $R(B)=4$ and $R(A+B)=R(4,1)=\tfrac85$, so the gap is $-\tfrac{27}{5}$. Thus it is not enough for the $B_a$ to be symmetric and invertible with a positive definite compliance sum, even when all $A_a$ and $A_a+B_a$ are positive definite.

## Stiffness, strain and energy in Lean

The finite type `ι` labels the phases. The finite type `n` labels strain components, so it is an index set and not the number $n$ used above.

```lean
import Mathlib

open Matrix

namespace ReussSuperadditivity

noncomputable section

variable {ι n : Type*} [Fintype ι] [Fintype n] [DecidableEq n]
```

The function `reuss w C` is $R(C)$. The weights need not be normalised: if they sum to $W$, the Reuss average with normalised weights is $W$ times `reuss w C`.

```lean
/-- For at least one phase, positive definite stiffnesses `C a` and positive weights `w a`, the
inverse of the weighted sum of compliances. It is the Reuss average when the weights sum to 1. -/
def reuss (w : ι → ℝ) (C : ι → Matrix n n ℝ) : Matrix n n ℝ :=
  (∑ a, w a • (C a)⁻¹)⁻¹
```

The matrix `conc w C a` is $K_a^C$. It acts on the weighted sum of the phase strains, which is the mean strain when the weights sum to 1.

```lean
/-- The strain concentration matrix of phase `a` under uniform stress: it sends the weighted sum of
the phase strains to the strain in that phase, for positive definite stiffnesses and positive
weights. -/
def conc (w : ι → ℝ) (C : ι → Matrix n n ℝ) (a : ι) : Matrix n n ℝ :=
  (C a)⁻¹ * reuss w C
```

The name `energy` stands for $E_M(e)$, which is twice the energy density.

```lean
omit [DecidableEq n] in
/-- Twice the elastic energy density of a medium of stiffness `C` at strain `e`. -/
def energy (C : Matrix n n ℝ) (e : n → ℝ) : ℝ := e ⬝ᵥ C *ᵥ e
```

Over the reals, `PosDef` includes symmetry. It also supplies the invertibility needed to cancel a stiffness against its compliance.

```lean
variable {w : ι → ℝ} {A B C : ι → Matrix n n ℝ}

/-- A positive definite matrix has an invertible determinant. -/
lemma isUnit_det {M : Matrix n n ℝ} (hM : M.PosDef) : IsUnit M.det :=
  (Matrix.isUnit_iff_isUnit_det M).1 hM.isUnit
```

The next three lemmas give the sign of the energy and its additivity in the stiffness.

```lean
omit [DecidableEq n] in
/-- A positive definite stiffness stores positive energy at nonzero strain. -/
lemma energy_pos {M : Matrix n n ℝ} (hM : M.PosDef) {e : n → ℝ} (he : e ≠ 0) :
    0 < energy M e := by
  simpa only [energy, star_trivial] using hM.dotProduct_mulVec_pos he

omit [DecidableEq n] in
/-- A positive definite stiffness stores nonnegative energy at every strain. -/
lemma energy_nonneg {M : Matrix n n ℝ} (hM : M.PosDef) (e : n → ℝ) : 0 ≤ energy M e := by
  by_cases he : e = 0
  · simp [energy, he]
  · exact (energy_pos hM he).le

omit [DecidableEq n] in
/-- At fixed strain the energy is additive in the stiffness. -/
lemma energy_add (M N : Matrix n n ℝ) (e : n → ℝ) :
    energy (M + N) e = energy M e + energy N e := by
  simp only [energy, Matrix.add_mulVec, dotProduct_add]
```

## Strains under uniform stress

The compliance sum is positive definite because inversion, positive scaling and addition preserve that property. `Nonempty ι` ensures that there is at least one term.

```lean
/-- For positive weights and positive definite stiffnesses, the weighted sum of compliances is
positive definite. -/
lemma compliance_posDef [Nonempty ι] (hw : ∀ a, 0 < w a) (hC : ∀ a, (C a).PosDef) :
    (∑ a, w a • (C a)⁻¹).PosDef :=
  Finset.sum_induction_nonempty _ _ (fun _ _ h k => h.add k) Finset.univ_nonempty
    (fun a _ => (hC a).inv.smul (hw a))
```

The two properties of $K_a^C$ follow: equal stress in every phase, and weighted sum equal to the identity.

```lean
/-- For positive definite stiffnesses, the concentrated strains carry the same stress in every
phase. -/
lemma mul_conc (hC : ∀ a, (C a).PosDef) (a : ι) : C a * conc w C a = reuss w C :=
  Matrix.mul_nonsing_inv_cancel_left _ _ (isUnit_det (hC a))

/-- For positive weights and positive definite stiffnesses, the weighted sum of the strain
concentration matrices is the identity. -/
theorem conc_average [Nonempty ι] (hw : ∀ a, 0 < w a) (hC : ∀ a, (C a).PosDef) :
    ∑ a, w a • conc w C a = 1 := by
  have h := Matrix.mul_nonsing_inv _ (isUnit_det (compliance_posDef hw hC))
  rw [Finset.sum_mul] at h
  refine Eq.trans (Finset.sum_congr rfl fun a _ => ?_) h
  rw [Matrix.smul_mul]
  rfl
```

Applying the second property to a vector $x$ requires only an interchange of finite sums.

```lean
/-- For positive weights and positive definite stiffnesses, the uniform-stress strains have
weighted sum `x`. -/
lemma conc_mean [Nonempty ι] (hw : ∀ a, 0 < w a) (hC : ∀ a, (C a).PosDef) (x : n → ℝ) :
    ∑ a, w a • (conc w C a *ᵥ x) = x := by
  have h1 : ∑ a, w a • (conc w C a *ᵥ x) = (∑ a, w a • conc w C a) *ᵥ x := by
    ext i
    simp only [Matrix.mulVec, dotProduct, Finset.sum_apply, Pi.smul_apply, smul_eq_mul,
      Matrix.sum_apply, Matrix.smul_apply, Finset.mul_sum, Finset.sum_mul]
    rw [Finset.sum_comm]
    exact Finset.sum_congr rfl fun j _ => Finset.sum_congr rfl fun a _ => by ring
  rw [h1, conc_average hw hC, Matrix.one_mulVec]
```

## Completing the square

In `energy_identity`, `hx` fixes the weighted sum of the trial strains. The step `hterm` expands the square in one phase: `hs` replaces the phase stress by $R(C)x$, and `hsym` uses symmetry to combine the cross terms. The auxiliary `havg` then carries out the weighted sums.

```lean
/-- For positive weights and positive definite stiffnesses, the energy of any phase strains `e a`
with weighted sum `x` is the Reuss energy at `x` plus the energy of their deviation from the
uniform-stress strains. -/
theorem energy_identity [Nonempty ι] (hw : ∀ a, 0 < w a) (hC : ∀ a, (C a).PosDef)
    (e : ι → n → ℝ) (x : n → ℝ) (hx : ∑ a, w a • e a = x) :
    ∑ a, w a * energy (C a) (e a) =
      energy (reuss w C) x + ∑ a, w a * energy (C a) (e a - conc w C a *ᵥ x) := by
  have hk := conc_mean hw hC x
  have havg (f : ι → n → ℝ) (s : n → ℝ) :
      ∑ a, w a * (f a ⬝ᵥ s) = (∑ a, w a • f a) ⬝ᵥ s := by
    simp only [dotProduct, Finset.sum_apply, Pi.smul_apply, smul_eq_mul,
      Finset.mul_sum, Finset.sum_mul]
    rw [Finset.sum_comm]
    exact Finset.sum_congr rfl fun j _ => Finset.sum_congr rfl fun a _ => by ring
  -- expand the square in each phase, where the stress is `reuss w C *ᵥ x`
  have hterm (a : ι) : w a * energy (C a) (e a - conc w C a *ᵥ x) =
      w a * energy (C a) (e a) - 2 * (w a * (e a ⬝ᵥ reuss w C *ᵥ x))
        + w a * ((conc w C a *ᵥ x) ⬝ᵥ reuss w C *ᵥ x) := by
    have hs : C a *ᵥ (conc w C a *ᵥ x) = reuss w C *ᵥ x := by
      rw [Matrix.mulVec_mulVec, mul_conc hC]
    have hT : (C a)ᵀ = C a := by
      rw [← Matrix.conjTranspose_eq_transpose_of_trivial]
      exact (hC a).isHermitian
    have hsym : (conc w C a *ᵥ x) ⬝ᵥ C a *ᵥ e a = e a ⬝ᵥ reuss w C *ᵥ x := by
      rw [Matrix.dotProduct_mulVec, ← Matrix.mulVec_transpose, hT, hs, dotProduct_comm]
    simp only [energy, Matrix.mulVec_sub, dotProduct_sub, sub_dotProduct, hs, hsym]
    ring
  rw [Finset.sum_congr rfl fun a _ => hterm a, Finset.sum_add_distrib,
    Finset.sum_sub_distrib, ← Finset.mul_sum, havg, havg, hx, hk]
  unfold energy
  ring
```

For `energy_gap`, the uniform-stress strains of `A + B` are inserted three times. In `h` the deviation is zero; `h1` and `h2` contain the mismatch energies for `A` and `B`. Linear arithmetic combines the three equations.

```lean
/-- For positive weights and positive definite stiffnesses, the Reuss energy of `A + B` exceeds
the sum of the separate Reuss energies by the energy of the mismatch between the
uniform-stress strains. -/
theorem energy_gap [Nonempty ι] (hw : ∀ a, 0 < w a) (hA : ∀ a, (A a).PosDef)
    (hB : ∀ a, (B a).PosDef) (x : n → ℝ) :
    energy (reuss w (A + B)) x = energy (reuss w A) x + energy (reuss w B) x +
      ∑ a, w a * (energy (A a) (conc w (A + B) a *ᵥ x - conc w A a *ᵥ x) +
        energy (B a) (conc w (A + B) a *ᵥ x - conc w B a *ᵥ x)) := by
  have hAB : ∀ a, ((A + B) a).PosDef := fun a => (hA a).add (hB a)
  have hk := conc_mean hw hAB x
  -- the strains of `A + B` are trial strains for `A` and for `B`
  have h := energy_identity hw hAB _ x hk
  have h1 := energy_identity hw hA _ x hk
  have h2 := energy_identity hw hB _ x hk
  have h0 (M : Matrix n n ℝ) : energy M 0 = 0 := by simp [energy]
  simp only [sub_self, h0, mul_zero, Finset.sum_const_zero, add_zero, Pi.add_apply,
    energy_add, mul_add, Finset.sum_add_distrib] at h
  simp only [mul_add, Finset.sum_add_distrib]
  linarith
```

## Superadditivity and its equality case

`PosSemidef` requires symmetry and a nonnegative quadratic form. `hR` gives the first, and the sign of each term in `energy_gap` gives the second.

```lean
/-- Superadditivity of the Reuss average: for positive weights and positive definite phase
stiffnesses, `R(A + B) - R(A) - R(B)` is positive semidefinite. -/
theorem reuss_superadditive [Nonempty ι] (hw : ∀ a, 0 < w a) (hA : ∀ a, (A a).PosDef)
    (hB : ∀ a, (B a).PosDef) :
    (reuss w (A + B) - reuss w A - reuss w B).PosSemidef := by
  have hR {D : ι → Matrix n n ℝ} (hD : ∀ a, (D a).PosDef) : (reuss w D).IsHermitian :=
    (compliance_posDef hw hD).inv.isHermitian
  refine Matrix.PosSemidef.of_dotProduct_mulVec_nonneg
    (((hR fun a => (hA a).add (hB a)).sub (hR hA)).sub (hR hB)) fun x => ?_
  have h : energy (reuss w A) x + energy (reuss w B) x ≤ energy (reuss w (A + B)) x := by
    rw [energy_gap hw hA hB x]
    exact le_add_of_nonneg_right (Finset.sum_nonneg fun a _ =>
      mul_nonneg (hw a).le (add_nonneg (energy_nonneg (hA a) _) (energy_nonneg (hB a) _)))
  unfold energy at h
  rw [star_trivial, Matrix.sub_mulVec, Matrix.sub_mulVec, dotProduct_sub, dotProduct_sub]
  linarith
```

The equality theorem compares strain concentration matrices phase by phase. In the forward direction, a zero sum of nonnegative terms forces both mismatch strains to vanish for every `x`. The reverse direction verifies that $R(A)+R(B)$ is a right inverse of the compliance sum of `A + B`.

```lean
/-- For positive weights and positive definite stiffnesses, the Reuss average is additive on
`A` and `B` exactly when both have the same strain concentration matrix in every phase. -/
theorem reuss_add_eq_iff [Nonempty ι] (hw : ∀ a, 0 < w a) (hA : ∀ a, (A a).PosDef)
    (hB : ∀ a, (B a).PosDef) :
    reuss w (A + B) = reuss w A + reuss w B ↔ ∀ a, conc w A a = conc w B a := by
  constructor
  · intro h a
    refine Matrix.mulVec_injective (funext fun x => ?_)
    have hg := energy_gap hw hA hB x
    rw [h, energy_add] at hg
    -- a vanishing sum of nonnegative mismatch energies vanishes phase by phase
    have hz := (Finset.sum_eq_zero_iff_of_nonneg fun b _ => mul_nonneg (hw b).le
      (add_nonneg (energy_nonneg (hA b) _) (energy_nonneg (hB b) _))).1
      (left_eq_add.1 hg) a (Finset.mem_univ a)
    have hs := (mul_eq_zero.1 hz).resolve_left (hw a).ne'
    have pA := energy_nonneg (hA a) (conc w (A + B) a *ᵥ x - conc w A a *ᵥ x)
    have pB := energy_nonneg (hB a) (conc w (A + B) a *ᵥ x - conc w B a *ᵥ x)
    have eA : conc w (A + B) a *ᵥ x - conc w A a *ᵥ x = 0 := by
      by_contra hne
      linarith [energy_pos (hA a) hne]
    have eB : conc w (A + B) a *ᵥ x - conc w B a *ᵥ x = 0 := by
      by_contra hne
      linarith [energy_pos (hB a) hne]
    exact (sub_eq_zero.1 eA).symm.trans (sub_eq_zero.1 eB)
  · intro h
    refine Matrix.inv_eq_right_inv ?_
    rw [Finset.sum_mul]
    refine Eq.trans (Finset.sum_congr rfl fun a _ => ?_) (conc_average hw hA)
    have hs : reuss w A + reuss w B = (A + B) a * conc w A a := by
      rw [Pi.add_apply, Matrix.add_mul, mul_conc hA, h a, mul_conc hB]
    have hAB : ((A + B) a).PosDef := (hA a).add (hB a)
    rw [Matrix.smul_mul, hs, Matrix.nonsing_inv_mul_cancel_left _ _ (isUnit_det hAB)]
```

## From scaling to concavity

Homogeneity is established first for one matrix and then for the Reuss average.

```lean
/-- Scaling a positive definite stiffness by `c ≠ 0` scales its compliance by `c⁻¹`. -/
lemma inv_smul_posDef {M : Matrix n n ℝ} (hM : M.PosDef) {c : ℝ} (hc : c ≠ 0) :
    (c • M)⁻¹ = c⁻¹ • M⁻¹ := by
  refine Matrix.inv_eq_right_inv ?_
  rw [Matrix.smul_mul, Matrix.mul_smul, smul_smul, mul_inv_cancel₀ hc, one_smul,
    Matrix.mul_nonsing_inv _ (isUnit_det hM)]

/-- For positive weights and positive definite stiffnesses, scaling every phase stiffness by
`c > 0` scales the Reuss average by `c`. -/
theorem reuss_smul [Nonempty ι] (hw : ∀ a, 0 < w a) (hC : ∀ a, (C a).PosDef)
    {c : ℝ} (hc : 0 < c) : reuss w (c • C) = c • reuss w C := by
  have h : ∑ a, w a • ((c • C) a)⁻¹ = c⁻¹ • ∑ a, w a • (C a)⁻¹ := by
    rw [Finset.smul_sum]
    refine Finset.sum_congr rfl fun a _ => ?_
    rw [Pi.smul_apply, inv_smul_posDef (hC a) hc.ne', smul_comm]
  unfold reuss
  rw [h, inv_smul_posDef (compliance_posDef hw hC) (inv_ne_zero hc.ne'), inv_inv]
```

The concavity theorem treats $t=0$ and $t=1$ separately, since a family scaled by zero need not be positive definite. Between them it applies `reuss_superadditive` to the scaled families and extracts the factors with `reuss_smul`.

```lean
/-- Joint concavity: for positive weights, positive definite stiffnesses and `0 ≤ t ≤ 1`, the
Reuss average of `t A + (1 - t) B` lies above `t R(A) + (1 - t) R(B)` in the Loewner order. -/
theorem reuss_concave [Nonempty ι] (hw : ∀ a, 0 < w a) (hA : ∀ a, (A a).PosDef)
    (hB : ∀ a, (B a).PosDef) {t : ℝ} (ht0 : 0 ≤ t) (ht1 : t ≤ 1) :
    (reuss w (t • A + (1 - t) • B) - (t • reuss w A + (1 - t) • reuss w B)).PosSemidef := by
  rcases ht0.eq_or_lt with rfl | h0
  · simpa using (Matrix.PosSemidef.zero : (0 : Matrix n n ℝ).PosSemidef)
  rcases ht1.eq_or_lt with rfl | h1
  · simpa using (Matrix.PosSemidef.zero : (0 : Matrix n n ℝ).PosSemidef)
  -- in the interior, superadditivity and homogeneity combine
  have h1' : 0 < 1 - t := sub_pos.2 h1
  have h := reuss_superadditive (A := t • A) (B := (1 - t) • B) hw
    (fun a => (hA a).smul h0) (fun a => (hB a).smul h1')
  rwa [reuss_smul hw hA h0, reuss_smul hw hB h1', sub_sub] at h

end

end ReussSuperadditivity
```

The step left to physics is the identification of $R(C)$ with the effective stiffness of a real specimen. It requires the stress to be uniform, whereas in a general microstructure the corresponding phase strains need not fit together at the interfaces.

```lean
#print axioms ReussSuperadditivity.reuss_add_eq_iff
-- 'ReussSuperadditivity.reuss_add_eq_iff' depends on axioms: [propext, Classical.choice, Quot.sound]
#print axioms ReussSuperadditivity.reuss_concave
-- 'ReussSuperadditivity.reuss_concave' depends on axioms: [propext, Classical.choice, Quot.sound]
```
